# Powers of a qubitized walk have Chebyshev polynomials of H as diagonal blocks

Take two real numbers with $h^2+s^2=1$ and square a rotation matrix:

$$\begin{pmatrix}h&-s\\s&h\end{pmatrix}^2=\begin{pmatrix}2h^2-1&-2sh\\2sh&2h^2-1\end{pmatrix}.$$

The diagonal has become a polynomial in $h$ alone, because $s^2$ was replaced by $1-h^2$. The problems below replace $h$ and $s$ by complex $n\times n$ matrices $H$ and $S$.

Here $H$ is a Hamiltonian, shifted and rescaled to have spectrum in $[-1,1]$, and $S$ carries the amplitude that $H$ leaves out. For Hermitian $H$ and $S$, the condition $H^2+S^2=1$ says that one step conserves total probability when the ancilla starts in state 0 or in state 1; for superpositions of the two, $HS=SH$ is needed as well, as (a) shows. $S$ is given as a matrix; the construction of a walk from a block encoding by oracles and reflections, as in qubitization algorithms, is not treated.

In Lean 4 with Mathlib:

```lean
import Mathlib

open Matrix Polynomial

namespace QubitizedWalk

variable {n : Type*} [Fintype n] [DecidableEq n]
```

The index type `n` labels a finite basis, and `n ⊕ n` labels two copies of it, for ancilla states 0 and 1. The walk is $W=\begin{pmatrix}H&-S\\S&H\end{pmatrix}$.

```lean
/-- The walk matrix `[[H, -S], [S, H]]` on two copies of the system space. -/
def walk (H S : Matrix n n ℂ) : Matrix (n ⊕ n) (n ⊕ n) ℂ :=
  fromBlocks H (-S) S H
```

## (a) Unitarity of the walk

For Hermitian $H$ and $S$, show that
$$WW^\dagger=1\iff HS=SH\ \text{ and }\ H^2+S^2=1.$$

**Solution.** Multiply the blocks:
$$WW^\dagger=\begin{pmatrix}H&-S\\S&H\end{pmatrix}\begin{pmatrix}H&S\\-S&H\end{pmatrix}=\begin{pmatrix}H^2+S^2&HS-SH\\SH-HS&H^2+S^2\end{pmatrix}.$$
Compare with the identity. For finite square matrices, $WW^\dagger=1$ suffices for unitarity. In the code, `fromBlocks_inj` makes the comparison, and `noncomm_ring` does the algebra without reordering factors.

```lean
/-- For Hermitian `H` and `S`, the walk is unitary exactly when `H` and `S` commute and
`H² + S² = 1`. -/
theorem walk_unitary_iff {H S : Matrix n n ℂ} (hH : H.IsHermitian) (hS : S.IsHermitian) :
    walk H S ∈ Matrix.unitaryGroup (n ⊕ n) ℂ ↔ Commute H S ∧ H * H + S * S = 1 := by
  rw [Matrix.mem_unitaryGroup_iff, Matrix.star_eq_conjTranspose, walk,
    fromBlocks_conjTranspose, conjTranspose_neg, hH.eq, hS.eq, fromBlocks_multiply,
    ← fromBlocks_one, fromBlocks_inj]
  constructor
  · rintro ⟨h11, h12, -, -⟩
    have hc : H * S = S * H := by
      linear_combination (norm := noncomm_ring) h12
    exact ⟨hc, by linear_combination (norm := noncomm_ring) h11⟩
  · rintro ⟨hc, h1⟩
    have hc' := hc.eq
    refine ⟨?_, ?_, ?_, ?_⟩
    · linear_combination (norm := noncomm_ring) h1
    · linear_combination (norm := noncomm_ring) hc'
    · linear_combination (norm := noncomm_ring) -hc'
    · linear_combination (norm := noncomm_ring) h1
```

## (b) Raising the index of T

Let $T_k$ and $U_k$ be the Chebyshev polynomials of the first and second kind, with $U_{-1}=0$. If $H^2+S^2=1$, show for $k\ge0$ that
$$T_{k+1}(H)=H\,T_k(H)-S^2U_{k-1}(H).$$

**Solution.** Put $x=\cos\theta$, so that $T_k(x)=\cos k\theta$ and $\sin\theta\,U_{k-1}(x)=\sin k\theta$. The addition formula for $\cos((k+1)\theta)$ gives
$$T_{k+1}(x)=xT_k(x)-(1-x^2)U_{k-1}(x).$$
This holds at infinitely many $x$, hence as a polynomial identity. Insert $H$ and use $1-H^2=S^2$. The code takes the identity from Mathlib, shifts its index, and evaluates it with `aeval H`.

```lean
/-- If `H² + S² = 1`, then `T_(k+1)(H) = H T_k(H) - S² U_(k-1)(H)`. -/
theorem chebyshev_T_step {H S : Matrix n n ℂ} (h1 : H * H + S * S = 1) (k : ℕ) :
    aeval H (Chebyshev.T ℂ ((k : ℤ) + 1)) =
      H * aeval H (Chebyshev.T ℂ (k : ℤ)) -
        S * S * aeval H (Chebyshev.U ℂ ((k : ℤ) - 1)) := by
  have h := Chebyshev.T_eq_X_mul_T_sub_pol_U ℂ ((k : ℤ) - 1)
  rw [show (k : ℤ) - 1 + 2 = k + 1 by ring, show (k : ℤ) - 1 + 1 = k by ring] at h
  have hS2 : 1 - H ^ 2 = S * S := by
    rw [← h1, pow_two]
    abel
  rw [h, map_sub, map_mul, map_mul, map_sub, map_pow, map_one, aeval_X, hS2]
```

## (c) Raising the index of U

For any square $H$ and $k\ge0$, show that
$$U_k(H)=H\,U_{k-1}(H)+T_k(H).$$

**Solution.** Divide $\sin((k+1)\theta)=\cos\theta\sin k\theta+\sin\theta\cos k\theta$ by $\sin\theta\neq0$, then argue as in (b).

```lean
/-- The Chebyshev polynomials of a matrix satisfy `U_k(H) = H U_(k-1)(H) + T_k(H)`. -/
theorem chebyshev_U_step (H : Matrix n n ℂ) (k : ℕ) :
    aeval H (Chebyshev.U ℂ (k : ℤ)) =
      H * aeval H (Chebyshev.U ℂ ((k : ℤ) - 1)) + aeval H (Chebyshev.T ℂ (k : ℤ)) := by
  have h := Chebyshev.U_eq_X_mul_U_add_T ℂ ((k : ℤ) - 1)
  rw [show (k : ℤ) - 1 + 1 = k by ring] at h
  rw [h, map_add, map_mul, aeval_X]
```

## (d) All four blocks of a power

For commuting $H$ and $S$ with $H^2+S^2=1$, show for $k\ge0$ that
$$W^k=\begin{pmatrix}T_k(H)&-S\,U_{k-1}(H)\\S\,U_{k-1}(H)&T_k(H)\end{pmatrix}.$$

**Solution.** At $k=0$ both sides are the identity. For the induction step, write $T=T_k(H)$ and $U=U_{k-1}(H)$:
$$W\,W^k=\begin{pmatrix}HT-S^2U&-(HSU+ST)\\ST+HSU&HT-S^2U\end{pmatrix}.$$
The diagonal is $T_{k+1}(H)$ by (b). Since $HSU=SHU$, the lower-left block is $S(HU+T)=S\,U_k(H)$ by (c). This exchange is `hHS` in the code. Hermiticity is not used.

The index `(k : ℤ) - 1` must be an integer. Natural-number subtraction would turn $U_{-1}=0$ into $U_0=1$ at $k=0$, and the lower-left block of the identity would be claimed to be $S$.

```lean
/-- For commuting `H` and `S` with `H² + S² = 1`, the `k`-th power of the walk has diagonal
blocks `T_k(H)` and off-diagonal blocks `∓ S U_(k-1)(H)`. -/
theorem walk_pow {H S : Matrix n n ℂ} (hc : Commute H S) (h1 : H * H + S * S = 1) (k : ℕ) :
    walk H S ^ k = fromBlocks
      (aeval H (Chebyshev.T ℂ (k : ℤ))) (-(S * aeval H (Chebyshev.U ℂ ((k : ℤ) - 1))))
      (S * aeval H (Chebyshev.U ℂ ((k : ℤ) - 1))) (aeval H (Chebyshev.T ℂ (k : ℤ))) := by
  induction k with
  | zero => simp
  | succ k ih =>
    -- one more step of the walk is one step of the mixed Chebyshev recurrences
    rw [pow_succ', ih, walk, fromBlocks_multiply, Nat.cast_succ,
      show (k : ℤ) + 1 - 1 = k by ring, chebyshev_T_step h1, chebyshev_U_step,
      fromBlocks_inj]
    generalize aeval H (Chebyshev.T ℂ (k : ℤ)) = T
    generalize aeval H (Chebyshev.U ℂ ((k : ℤ) - 1)) = U
    have hHS : H * (S * U) = S * (H * U) := by
      rw [← mul_assoc, hc.eq, mul_assoc]
    refine ⟨?_, ?_, ?_, ?_⟩
    · noncomm_ring
    · linear_combination (norm := noncomm_ring) -hHS
    · linear_combination (norm := noncomm_ring) hHS
    · noncomm_ring
```

## (e) The Hermitian case

Let $H$ and $S$ also be Hermitian. Show that $W^\dagger W=1$ and that the blocks in (d) hold for every $k\ge0$.

**Solution.** Combine (a) and (d).

Replacing $S$ by $-S$ turns $W$ into $W^\dagger$, so the same argument gives $\tfrac12\big(W^k+(W^\dagger)^k\big)=\operatorname{diag}(T_k(H),T_k(H))$, a corollary left to the reader.

```lean
/-- Qubitized walk: for commuting Hermitian `H` and `S` with `H² + S² = 1`, the walk is unitary
and its `k`-th power has the blocks `T_k(H)` and `∓ S U_(k-1)(H)`. -/
theorem qubitized_walk {H S : Matrix n n ℂ} (hH : H.IsHermitian) (hS : S.IsHermitian)
    (hc : Commute H S) (h1 : H * H + S * S = 1) :
    walk H S ∈ Matrix.unitaryGroup (n ⊕ n) ℂ ∧
    ∀ k : ℕ, walk H S ^ k = fromBlocks
      (aeval H (Chebyshev.T ℂ (k : ℤ))) (-(S * aeval H (Chebyshev.U ℂ ((k : ℤ) - 1))))
      (S * aeval H (Chebyshev.U ℂ ((k : ℤ) - 1))) (aeval H (Chebyshev.T ℂ (k : ℤ))) :=
  ⟨(walk_unitary_iff hH hS).2 ⟨hc, h1⟩, walk_pow hc h1⟩
```

## (f) Chebyshev series

Under the hypotheses of (d), with complex coefficients $c_k$, show that
$$\Big(\sum_{k=0}^{N-1}c_kW^k\Big)_{11}=\sum_{k=0}^{N-1}c_kT_k(H).$$

**Solution.** Taking a block is linear; apply (d) to each term. Chebyshev propagators approximate $e^{-iHt}$ by such sums; the identity covers finite matrices and finite sums, and does not bound the error of truncating the series.

```lean
/-- For commuting `H` and `S` with `H² + S² = 1`, the upper-left block of a finite linear
combination of powers `W^k` of the walk is the combination of the `T_k(H)` with the same
coefficients. -/
theorem chebyshev_series_block {H S : Matrix n n ℂ} (hc : Commute H S)
    (h1 : H * H + S * S = 1) (c : ℕ → ℂ) (N : ℕ) :
    (∑ k ∈ Finset.range N, c k • walk H S ^ k).toBlocks₁₁ =
      ∑ k ∈ Finset.range N, c k • aeval H (Chebyshev.T ℂ (k : ℤ)) := by
  ext i j
  simp [toBlocks₁₁, Matrix.sum_apply, walk_pow hc h1]
```

## (g) Rotation of the ancilla

Let $Hv=\cos\theta\,v$ and $Sv=\sin\theta\,v$ with real $\theta$. Show that
$$W^k\begin{pmatrix}v\\0\end{pmatrix}=\begin{pmatrix}\cos(k\theta)\,v\\\sin(k\theta)\,v\end{pmatrix}.$$

**Solution.** One step sends $(av,bv)$ to
$$\big((a\cos\theta-b\sin\theta)v,\ (a\sin\theta+b\cos\theta)v\big).$$
With $a=\cos k\theta$ and $b=\sin k\theta$, the addition formulas complete the induction. `Sum.elim v 0` is the starting vector $(v,0)$. Only the two eigenvalue equations are assumed.

```lean
/-- If `H v = cos θ v` and `S v = sin θ v`, then `k` steps of the walk take `(v, 0)` to
`(cos (kθ) v, sin (kθ) v)`. -/
theorem walk_pow_eigenvector {H S : Matrix n n ℂ} {v : n → ℂ} {θ : ℝ}
    (hHv : H *ᵥ v = Complex.cos θ • v) (hSv : S *ᵥ v = Complex.sin θ • v) (k : ℕ) :
    (walk H S ^ k) *ᵥ Sum.elim v 0 =
      Sum.elim (Complex.cos (k * θ) • v) (Complex.sin (k * θ) • v) := by
  induction k with
  | zero => simp
  | succ k ih =>
    -- the angle addition formulas advance the rotation by θ
    rw [pow_succ', ← Matrix.mulVec_mulVec, ih, walk, fromBlocks_mulVec,
      Sum.elim_comp_inl, Sum.elim_comp_inr, Nat.cast_succ, add_mul, one_mul,
      Complex.cos_add, Complex.sin_add]
    simp only [Matrix.mulVec_smul, Matrix.neg_mulVec, hHv, hSv]
    congr 1
    · module
    · module
```

## (h) A two-level example

Check that $H=\tfrac35\sigma_x$ and $S=\tfrac45\,1$ are Hermitian, commute, and satisfy
$$H^2+S^2=1.$$

**Solution.** Both matrices are real and symmetric, and $S$ is a multiple of the identity. Since $\sigma_x^2=1$, the sum is $\tfrac9{25}+\tfrac{16}{25}=1$ times the identity. The code checks Hermiticity and the sum entry by entry, and takes commutation from the fact that every matrix commutes with a multiple of the identity.

```lean
/-- The two-level matrices `H = [[0, 3/5], [3/5, 0]]` and `S = (4/5) 1` are Hermitian, commute
and satisfy `H² + S² = 1`. -/
theorem qubitized_walk_witness :
    (!![0, 3/5; 3/5, 0] : Matrix (Fin 2) (Fin 2) ℂ).IsHermitian ∧
    ((4/5 : ℂ) • (1 : Matrix (Fin 2) (Fin 2) ℂ)).IsHermitian ∧
    Commute (!![0, 3/5; 3/5, 0] : Matrix (Fin 2) (Fin 2) ℂ) ((4/5 : ℂ) • 1) ∧
    (!![0, 3/5; 3/5, 0] : Matrix (Fin 2) (Fin 2) ℂ) * !![0, 3/5; 3/5, 0] +
      ((4/5 : ℂ) • 1) * ((4/5 : ℂ) • 1) = 1 := by
  refine ⟨?_, ?_, (Commute.one_right _).smul_right _, ?_⟩
  · ext i j
    fin_cases i <;> fin_cases j <;> simp [Matrix.conjTranspose_apply]
  · ext i j
    fin_cases i <;> fin_cases j <;> simp [Matrix.conjTranspose_apply]
  · ext i j
    fin_cases i <;> fin_cases j <;>
      norm_num [Matrix.mul_apply, Fin.sum_univ_succ, Matrix.one_apply]

end QubitizedWalk
```

```lean
#print axioms QubitizedWalk.qubitized_walk
#print axioms QubitizedWalk.chebyshev_series_block
#print axioms QubitizedWalk.walk_pow_eigenvector
```

```
'QubitizedWalk.qubitized_walk' depends on axioms: [propext, Classical.choice, Quot.sound]
'QubitizedWalk.chebyshev_series_block' depends on axioms: [propext, Classical.choice, Quot.sound]
'QubitizedWalk.walk_pow_eigenvector' depends on axioms: [propext, Classical.choice, Quot.sound]
```
